# For B = diag(M, 1) and s = y = (1, 1), the DFP eigenvalue on (1, −1) grows without bound in M while the BFGS eigenvalue stays below 2

A geometry optimisation often starts from a guessed Hessian, and the guess may be far too stiff in one coordinate. Take an energy $E(x)=\tfrac12|x|^2$ in the plane, whose true Hessian is the identity, and a guess $B=\mathrm{diag}(M,1)$ with $M$ large. The optimiser takes a step $s$ and measures the gradient change $y$; for this energy $y=s$. How much of the false stiffness survives one update of $B$? For the step $(1,1)$, the BFGS and DFP formulas give very different answers.

## The two updates as matrices

```lean
import Mathlib

open Matrix Filter

namespace DFPEigenvalueCorrection

noncomputable section

variable {n : Type*} [Fintype n]
```

The variable `n` is a finite set of coordinate labels, so vectors are functions `n → ℝ` and the general results hold in any finite dimension.

```lean
/-- The BFGS update of a real square matrix `B`, for a step `s` and a gradient change `y`. -/
def bfgs (B : Matrix n n ℝ) (s y : n → ℝ) : Matrix n n ℝ :=
  B - (s ⬝ᵥ B *ᵥ s)⁻¹ • vecMulVec (B *ᵥ s) (B *ᵥ s) + (y ⬝ᵥ s)⁻¹ • vecMulVec y y
```

In ordinary notation this is
$$B_{\rm BFGS}=B-\frac{(Bs)(Bs)^T}{s\cdot Bs}+\frac{yy^T}{y\cdot s}.$$
The symbol `⬝ᵥ` is the dot product, `*ᵥ` applies a matrix to a vector, `vecMulVec` forms an outer product and `•` multiplies by a scalar. In an optimisation $B$ is a symmetric approximation to the Hessian; the definition accepts any real square matrix.

```lean
/-- The DFP update of a real square matrix `B`, for a step `s` and a gradient change `y`. -/
def dfp [DecidableEq n] (B : Matrix n n ℝ) (s y : n → ℝ) : Matrix n n ℝ :=
  (1 - (y ⬝ᵥ s)⁻¹ • vecMulVec y s) * B * (1 - (y ⬝ᵥ s)⁻¹ • vecMulVec s y)
    + (y ⬝ᵥ s)⁻¹ • vecMulVec y y
```

With $\rho=1/(y\cdot s)$, the DFP update is
$$B_{\rm DFP}=(1-\rho\,ys^T)\,B\,(1-\rho\,sy^T)+\rho\,yy^T.$$
Both formulas update the approximate Hessian, not its inverse.

```lean
/-- The model Hessian `diag(M, 1)` in the plane. -/
def planarHessian (M : ℝ) : Matrix (Fin 2) (Fin 2) ℝ := !![M, 0; 0, 1]
```

This is the stiff guess. Lean numbers the two coordinates 0 and 1, so $M$ is the curvature along coordinate 0.

## How the updates act on a vector

```lean
/-- The outer product of `a` and `b` sends `v` to `a` times the overlap of `b` with `v`. -/
theorem outer_mulVec (a b v : n → ℝ) : vecMulVec a b *ᵥ v = (b ⬝ᵥ v) • a := by
  ext i
  simp only [Matrix.mulVec, dotProduct, Matrix.vecMulVec_apply, Pi.smul_apply, smul_eq_mul,
    Finset.sum_mul]
  exact Finset.sum_congr rfl fun j _ => by ring
```

By components, $\sum_j a_i b_j v_j=a_i\,(b\cdot v)$. The tactic `ext i` selects component $i$, and the rest takes $a_i$ out of the sum.

```lean
/-- The action of the BFGS matrix on an arbitrary vector. -/
theorem bfgs_mulVec (B : Matrix n n ℝ) (s y v : n → ℝ) :
    bfgs B s y *ᵥ v = B *ᵥ v - ((s ⬝ᵥ B *ᵥ s)⁻¹ * ((B *ᵥ s) ⬝ᵥ v)) • (B *ᵥ s)
      + ((y ⬝ᵥ s)⁻¹ * (y ⬝ᵥ v)) • y := by
  simp only [bfgs, Matrix.add_mulVec, Matrix.sub_mulVec, Matrix.smul_mulVec, outer_mulVec,
    smul_smul]
```

Applying the previous rule to both outer products gives
$$B_{\rm BFGS}v=Bv-\frac{Bs\cdot v}{s\cdot Bs}\,Bs+\frac{y\cdot v}{y\cdot s}\,y.$$

```lean
/-- The action of the DFP matrix on an arbitrary vector. -/
theorem dfp_mulVec [DecidableEq n] (B : Matrix n n ℝ) (s y v : n → ℝ) :
    dfp B s y *ᵥ v = B *ᵥ (v - ((y ⬝ᵥ s)⁻¹ * (y ⬝ᵥ v)) • s)
      - ((y ⬝ᵥ s)⁻¹ * (s ⬝ᵥ B *ᵥ (v - ((y ⬝ᵥ s)⁻¹ * (y ⬝ᵥ v)) • s))) • y
      + ((y ⬝ᵥ s)⁻¹ * (y ⬝ᵥ v)) • y := by
  simp only [dfp, Matrix.add_mulVec, ← Matrix.mulVec_mulVec, Matrix.sub_mulVec,
    Matrix.one_mulVec, Matrix.smul_mulVec, outer_mulVec, smul_smul]
```

The rightmost factor acts first and turns $v$ into $w=v-\rho(y\cdot v)s$. Then $B$ acts, and the left factor subtracts a multiple of $y$:
$$B_{\rm DFP}v=Bw-\rho(s\cdot Bw)\,y+\rho(y\cdot v)\,y.$$

```lean
/-- If `s·Bs` and `y·s` are nonzero, both updated matrices satisfy the secant equation: they map the
step to the gradient change. -/
theorem secant_equation [DecidableEq n] (B : Matrix n n ℝ) (s y : n → ℝ)
    (hB : s ⬝ᵥ B *ᵥ s ≠ 0) (hy : y ⬝ᵥ s ≠ 0) :
    bfgs B s y *ᵥ s = y ∧ dfp B s y *ᵥ s = y := by
  constructor
  · rw [bfgs_mulVec, dotProduct_comm (B *ᵥ s) s, inv_mul_cancel₀ hB, inv_mul_cancel₀ hy]
    simp
  · rw [dfp_mulVec, inv_mul_cancel₀ hy]
    simp
```

The secant equation says that the new matrix reproduces the measured gradient change. Put $v=s$. For BFGS both coefficients become 1, leaving $Bs-Bs+y=y$. For DFP, $w=s-s=0$, and only $y$ remains. The two calls to `inv_mul_cancel₀` in the BFGS part are these two cancellations, and they use the hypotheses $s\cdot Bs\neq0$ and $y\cdot s\neq0$: the old model has nonzero curvature along the step, and so does the measured data.

The updates therefore agree on $s$. In two or more dimensions they can differ in what they do to other directions.

## Curvature orthogonal to the gradient change

```lean
/-- Along every direction orthogonal to the gradient change, DFP leaves the curvature of the
old Hessian approximation unchanged. -/
theorem dfp_curvature [DecidableEq n] (B : Matrix n n ℝ) (s y v : n → ℝ)
    (hv : y ⬝ᵥ v = 0) : v ⬝ᵥ dfp B s y *ᵥ v = v ⬝ᵥ B *ᵥ v := by
  have hv' : v ⬝ᵥ y = 0 := by rw [dotProduct_comm, hv]
  rw [dfp_mulVec, hv]
  simp only [mul_zero, zero_smul, sub_zero, add_zero, dotProduct_sub, dotProduct_smul, hv',
    smul_zero]
```

Let $y\cdot v=0$. Then $w=v$, and $B_{\rm DFP}v=Bv-\rho(s\cdot Bv)\,y$. Taking the dot product with $v$ removes the last term, so
$$v\cdot B_{\rm DFP}v=v\cdot Bv.$$
DFP can change the image of $v$ by a multiple of $y$, but it keeps the old curvature along $v$, however wrong that was.

```lean
/-- Along every direction `v` orthogonal to the gradient change, BFGS subtracts
`(v·Bs)² / (s·Bs)` from the curvature of the old Hessian approximation. -/
theorem bfgs_curvature (B : Matrix n n ℝ) (s y v : n → ℝ) (hv : y ⬝ᵥ v = 0) :
    v ⬝ᵥ bfgs B s y *ᵥ v = v ⬝ᵥ B *ᵥ v - (v ⬝ᵥ B *ᵥ s) ^ 2 / (s ⬝ᵥ B *ᵥ s) := by
  rw [bfgs_mulVec, hv, dotProduct_comm (B *ᵥ s) v]
  simp only [mul_zero, zero_smul, add_zero, dotProduct_sub, dotProduct_smul, smul_eq_mul]
  ring
```

For the same $v$, the $y$ term of BFGS vanishes and the $Bs$ term stays:
$$v\cdot B_{\rm BFGS}v=v\cdot Bv-\frac{(v\cdot Bs)^2}{s\cdot Bs}.$$
When $s\cdot Bs>0$ this can only lower the curvature. Lean rewrites with the action formula, deletes the terms containing $y\cdot v$, and leaves the final algebra to `ring`.

## General steps in the plane

```lean
/-- For `B = diag(M, 1)` with `M > 0`, and `s = y = (a, b)` with nonzero components, `(b, -a)` is an
eigenvector of the BFGS matrix, and its eigenvalue is below a bound independent of `M`. -/
theorem bfgs_planar {a b M : ℝ} (ha : a ≠ 0) (hb : b ≠ 0) (hM : 0 < M) :
    bfgs (planarHessian M) ![a, b] ![a, b] *ᵥ ![b, -a]
        = (M * (a ^ 2 + b ^ 2) / (M * a ^ 2 + b ^ 2)) • ![b, -a] ∧
      M * (a ^ 2 + b ^ 2) / (M * a ^ 2 + b ^ 2) < (a ^ 2 + b ^ 2) / a ^ 2 := by
  have ha2 : 0 < a ^ 2 := by positivity
  have hb2 : 0 < b ^ 2 := by positivity
  have hD : 0 < M * a ^ 2 + b ^ 2 := by positivity
  have hDi := inv_mul_cancel₀ hD.ne'
  have hB : ∀ x z : ℝ, planarHessian M *ᵥ ![x, z] = ![M * x, z] := by
    intro x z
    ext i
    fin_cases i <;> simp [planarHessian, Matrix.mulVec, dotProduct, Fin.sum_univ_two]
  have hdot : ∀ p q r t : ℝ, ![p, q] ⬝ᵥ ![r, t] = p * r + q * t := by
    intro p q r t
    simp [dotProduct, Fin.sum_univ_two]
  constructor
  · -- compare the two components, using only that the denominator is invertible
    simp only [bfgs_mulVec, hB, hdot]
    refine funext (Fin.forall_fin_two.2 ⟨?_, ?_⟩)
    · simp only [Pi.add_apply, Pi.sub_apply, Pi.smul_apply, smul_eq_mul,
        Matrix.cons_val_zero]
      linear_combination (-(M * b)) * hDi
    · simp only [Pi.add_apply, Pi.sub_apply, Pi.smul_apply, smul_eq_mul,
        Matrix.cons_val_zero, Matrix.cons_val_one]
      linear_combination a * hDi
  · rw [div_lt_div_iff₀ hD ha2]
    nlinarith [mul_pos (add_pos ha2 hb2) hb2]
```

Here $s=y=(a,b)$, and $v=(b,-a)$ is orthogonal to it. Write $D=s\cdot Bs=Ma^2+b^2$. Since $Bs=(Ma,b)$ and $Bs\cdot v=(M-1)ab$,
$$B_{\rm BFGS}v=(Mb,-a)-\frac{(M-1)ab}{D}(Ma,b).$$
Component 0 is $Mb\,[D-(M-1)a^2]/D=Mb(a^2+b^2)/D$. Component 1 is $-a\,[D+(M-1)b^2]/D=-Ma(a^2+b^2)/D$. Hence $v$ is an eigenvector with eigenvalue
$$\frac{M(a^2+b^2)}{Ma^2+b^2}<\frac{a^2+b^2}{a^2}.$$
After cross-multiplication, the two sides of the inequality differ by $(a^2+b^2)b^2>0$, which is the quantity handed to `nlinarith`. In the eigenvector part, each `linear_combination` checks one component using $D^{-1}D=1$.

The bound is independent of $M$ but not of the step: it becomes weak when $|a|$ is small compared with $|b|$, because such a step barely probes the stiff coordinate.

```lean
/-- For `B = diag(M, 1)` and `s = y = (a, b)` with `b` nonzero, `(b, -a)` is an eigenvector of
the DFP matrix, and its eigenvalue tends to infinity with `M`. -/
theorem dfp_planar {a b : ℝ} (hb : b ≠ 0) :
    (∀ M : ℝ, dfp (planarHessian M) ![a, b] ![a, b] *ᵥ ![b, -a]
        = ((M * b ^ 2 + a ^ 2) / (a ^ 2 + b ^ 2)) • ![b, -a]) ∧
      Tendsto (fun M : ℝ => (M * b ^ 2 + a ^ 2) / (a ^ 2 + b ^ 2)) atTop atTop := by
  have hb2 : 0 < b ^ 2 := by positivity
  have hN : 0 < a ^ 2 + b ^ 2 := by positivity
  have hNi := inv_mul_cancel₀ hN.ne'
  have hdot : ∀ p q r t : ℝ, ![p, q] ⬝ᵥ ![r, t] = p * r + q * t := by
    intro p q r t
    simp [dotProduct, Fin.sum_univ_two]
  constructor
  · intro M
    have hB : ∀ x z : ℝ, planarHessian M *ᵥ ![x, z] = ![M * x, z] := by
      intro x z
      ext i
      fin_cases i <;> simp [planarHessian, Matrix.mulVec, dotProduct, Fin.sum_univ_two]
    -- the direction is orthogonal to the step, so the right projector leaves it alone
    have hv : ![a, b] ⬝ᵥ ![b, -a] = 0 := by
      rw [hdot]
      ring
    rw [dfp_mulVec, hv]
    simp only [mul_zero, zero_smul, sub_zero, add_zero, hB, hdot]
    refine funext (Fin.forall_fin_two.2 ⟨?_, ?_⟩)
    · simp only [Pi.sub_apply, Pi.smul_apply, smul_eq_mul, Matrix.cons_val_zero]
      linear_combination (-(M * b)) * hNi
    · simp only [Pi.sub_apply, Pi.smul_apply, smul_eq_mul, Matrix.cons_val_zero,
        Matrix.cons_val_one]
      linear_combination a * hNi
  · exact (tendsto_atTop_add_const_right _ _
      (tendsto_id.atTop_mul_const hb2)).atTop_div_const hN
```

For DFP, orthogonality reduces the action to $Bv-\rho(s\cdot Bv)\,y$, with $s\cdot Bv=(M-1)ab$ and $\rho=1/(a^2+b^2)$:
$$B_{\rm DFP}v=(Mb,-a)-\frac{(M-1)ab}{a^2+b^2}(a,b)=\frac{Mb^2+a^2}{a^2+b^2}\,(b,-a).$$
The Lean proof first establishes the orthogonality as `hv`, then compares components as before. The eigenvalue is linear in $M$ with slope $b^2/(a^2+b^2)>0$, so it diverges. `Tendsto … atTop atTop` states this precisely: any bound, however high, is exceeded for all sufficiently large $M$.

## The step (1, 1)

```lean
/-- For `B = diag(M, 1)` with `M > 0`, and `s = y = (1, 1)`, both updates have the eigenvector `(1,
-1)`: the BFGS eigenvalue `2M/(M+1)` stays below 2, while the DFP eigenvalue `(M+1)/2` tends to
infinity with `M`. -/
theorem dfp_fails_to_correct_large_eigenvalue :
    (∀ M : ℝ, 0 < M →
      bfgs (planarHessian M) ![1, 1] ![1, 1] *ᵥ ![1, -1] = (2 * M / (M + 1)) • ![1, -1] ∧
      2 * M / (M + 1) < 2 ∧
      dfp (planarHessian M) ![1, 1] ![1, 1] *ᵥ ![1, -1] = ((M + 1) / 2) • ![1, -1]) ∧
    Tendsto (fun M : ℝ => (M + 1) / 2) atTop atTop := by
  constructor
  · intro M hM
    refine ⟨?_, ?_, ?_⟩
    · rw [(bfgs_planar one_ne_zero one_ne_zero hM).1]
      congr 1
      ring
    · rw [div_lt_iff₀ (by positivity)]
      linarith
    · rw [(dfp_planar one_ne_zero).1 M]
      congr 1
      ring
  · exact (tendsto_atTop_add_const_right _ _ tendsto_id).atTop_div_const two_pos

end

end DFPEigenvalueCorrection
```

Setting $a=b=1$ gives, on the common eigenvector $(1,-1)$,
$$\lambda_{\rm BFGS}=\frac{2M}{M+1}<2,\qquad \lambda_{\rm DFP}=\frac{M+1}{2}\to\infty .$$
The proof takes the two eigenvector equations from the planar theorems and lets `ring` simplify the fractions. The inequality, which is $2M<2(M+1)$, and the limit are proved directly.

The curvature identities show where the difference comes from. Along the unit vector $(1,-1)/\sqrt2$, the old curvature is $(M+1)/2$. DFP keeps it; BFGS subtracts $(M-1)^2/[2(M+1)]$, which leaves $2M/(M+1)$. By the secant equation, the other eigenvalue is 1 for both updates, with eigenvector $(1,1)$.

DFP does reduce the largest eigenvalue when $M>1$, from $M$ to $(M+1)/2$. What it lacks here is a bound independent of the initial error. The theorem concerns one update with a prescribed step, and says nothing about the convergence of a full optimisation with repeated updates and a line search.

## What the optimiser does next

In a simple quasi-Newton scheme that stores $B$ and takes full steps, the update follows a new gradient evaluation: form $s=x_{\rm new}-x_{\rm old}$ and $y=g_{\rm new}-g_{\rm old}$, check that $y\cdot s>0$, update $B$, and solve $Bp=-g$ for the next displacement $p$. If the new gradient has a component of size $\gamma$ along $(1,-1)/\sqrt2$, the exact Newton displacement for this energy also has a component of size $\gamma$ along that direction. There the DFP matrix proposes $2\gamma/(M+1)$, while the BFGS matrix proposes $\gamma(M+1)/(2M)$, which is more than $\gamma/2$. For geometry optimisation, this two-coordinate quadratic model thus shows how an overly stiff initial Hessian can still make the displacement far too short in one direction after a DFP update.

The same eigenvalue formulas also describe a guess that is too soft. As $M\to0^+$, the BFGS eigenvalue $2M/(M+1)$ tends to zero, whereas the DFP eigenvalue $(M+1)/2$ stays above $1/2$. In this example the roles are exchanged, and DFP is the update that corrects the small eigenvalue; this limit is a reading of the formulas by hand, since the Lean theorem treats only the limit of large $M$.

```lean
#print axioms DFPEigenvalueCorrection.secant_equation
#print axioms DFPEigenvalueCorrection.dfp_curvature
#print axioms DFPEigenvalueCorrection.bfgs_curvature
#print axioms DFPEigenvalueCorrection.dfp_fails_to_correct_large_eigenvalue
```

```
'DFPEigenvalueCorrection.secant_equation' depends on axioms: [propext, Classical.choice, Quot.sound]
'DFPEigenvalueCorrection.dfp_curvature' depends on axioms: [propext, Classical.choice, Quot.sound]
'DFPEigenvalueCorrection.bfgs_curvature' depends on axioms: [propext, Classical.choice, Quot.sound]
'DFPEigenvalueCorrection.dfp_fails_to_correct_large_eigenvalue' depends on axioms: [propext, Classical.choice, Quot.sound]
```
